# Rotating a real orbital by θ in a two-orbital space changes its density matrix by squared Frobenius norm 2 sin² θ, of which the normal part has 2 sin⁴ θ

A single occupied orbital, the real unit vector (cos θ, sin θ) in a space of two orbitals, has density matrix P(θ), and D = P(θ) − P(0) is the change when the orbital is rotated from (1, 0). The theorem states that the squared Frobenius norm of D is 2 sin² θ, and that of its normal part D − [P(0), [P(0), D]] is 2 sin⁴ θ. The attempt writes the squared norm as a sum of four squared entries (`hs`), shows that the normal part of any real 2×2 matrix at P(0) is its diagonal part (`hN`), and finishes by replacing cos² θ with 1 − sin² θ.

An attempt in Lean 4 with a fault in it:

```lean
import Mathlib

open Matrix

namespace RotationNormalPart

noncomputable section

section Algebra

variable {R : Type*} [Ring R]

/-- The commutator `[A, B] = AB - BA`. -/
def bracket (A B : R) : R := A * B - B * A

/-- The double commutator `[P, [P, X]]`, the tangent part of `X` at the density `P`. -/
def tangentPart (P X : R) : R := bracket P (bracket P X)

/-- The normal part of `X` at the density `P`: what is left after removing the tangent part. -/
def normalPart (P X : R) : R := X - tangentPart P X

end Algebra

section Norm

variable {𝕜 n : Type*} [RCLike 𝕜] [Fintype n]

/-- The Frobenius norm: the square root of the sum of the squared moduli of all entries. -/
def frobNorm (A : Matrix n n 𝕜) : ℝ := √(∑ i, ∑ j, ‖A i j‖ ^ 2)

variable [DecidableEq n]

end Norm

/-- The density matrix of the orbital `(cos θ, sin θ)` in a space of two orbitals. -/
def orbitalDensity (θ : ℝ) : Matrix (Fin 2) (Fin 2) ℝ :=
  !![Real.cos θ ^ 2, Real.cos θ * Real.sin θ; Real.cos θ * Real.sin θ, Real.sin θ ^ 2]

/-- Rotating the occupied orbital by `θ` changes the density by `D` with `‖D‖² = 2 sin² θ`, and
the normal part of `D` has squared norm `2 sin⁴ θ`. -/
theorem rotation_normalPart (θ : ℝ) :
    frobNorm (orbitalDensity θ - orbitalDensity 0) ^ 2 = 2 * Real.sin θ ^ 2 ∧
      frobNorm (normalPart (orbitalDensity 0) (orbitalDensity θ - orbitalDensity 0)) ^ 2
        = 2 * Real.sin θ ^ 4 := by
  have hs : ∀ A : Matrix (Fin 2) (Fin 2) ℝ,
      frobNorm A ^ 2 = A 0 0 ^ 2 + A 0 1 ^ 2 + A 1 0 ^ 2 + A 1 1 ^ 2 := fun A => by
    rw [frobNorm, Real.sq_sqrt (by positivity)]
    simp [Fin.sum_univ_two, add_assoc]
  -- at this density the normal part is the diagonal part
  have hN : ∀ X : Matrix (Fin 2) (Fin 2) ℝ,
      normalPart (orbitalDensity 0) X = !![X 0 0, 0; 0, X 1 1] := fun X => by
    ext i j
    fin_cases i <;> fin_cases j <;>
      simp [normalPart, tangentPart, bracket, orbitalDensity, Matrix.mul_apply,
        Fin.sum_univ_two]
  have hc : Real.cos θ ^ 2 = 1 - Real.sin θ ^ 2 := by
    linear_combination Real.sin_sq_add_cos_sq θ
  constructor
  · rw [hs]
    simp [orbitalDensity]
    simp only [mul_pow, hc]
    ring
  · rw [hN, hs]
    simp [orbitalDensity]
    simp only [hc]
    ring

end

end RotationNormalPart
```

The error:

```
Main.lean:51:75: error: unsolved goals
case «0».«0»
θ : ℝ
hs : ∀ (A : Matrix (Fin 2) (Fin 2) ℝ), frobNorm A ^ 2 = A 0 0 ^ 2 + A 0 1 ^ 2 + A 1 0 ^ 2 + A 1 1 ^ 2
X : Matrix (Fin 2) (Fin 2) ℝ
⊢ (![1, 0] ᵥ* (of ![![1, 0] ᵥ* X, ![0, 0] ᵥ* X] - X * !![1, 0; 0, 0])) 0 - ((![1, 0] ᵥ* X) 0 - X 0 0) = 0

case «0».«1»
θ : ℝ
hs : ∀ (A : Matrix (Fin 2) (Fin 2) ℝ), frobNorm A ^ 2 = A 0 0 ^ 2 + A 0 1 ^ 2 + A 1 0 ^ 2 + A 1 1 ^ 2
X : Matrix (Fin 2) (Fin 2) ℝ
⊢ X 0 1 - (![1, 0] ᵥ* (of ![![1, 0] ᵥ* X, ![0, 0] ᵥ* X] - X * !![1, 0; 0, 0])) 1 = 0

case «1».«0»
θ : ℝ
hs : ∀ (A : Matrix (Fin 2) (Fin 2) ℝ), frobNorm A ^ 2 = A 0 0 ^ 2 + A 0 1 ^ 2 + A 1 0 ^ 2 + A 1 1 ^ 2
X : Matrix (Fin 2) (Fin 2) ℝ
⊢ X 1 0 - ((![0, 0] ᵥ* (of ![![1, 0] ᵥ* X, ![0, 0] ᵥ* X] - X * !![1, 0; 0, 0])) 0 - ((![0, 0] ᵥ* X) 0 - X 1 0)) = 0

case «1».«1»
θ : ℝ
hs : ∀ (A : Matrix (Fin 2) (Fin 2) ℝ), frobNorm A ^ 2 = A 0 0 ^ 2 + A 0 1 ^ 2 + A 1 0 ^ 2 + A 1 1 ^ 2
X : Matrix (Fin 2) (Fin 2) ℝ
⊢ (![0, 0] ᵥ* (of ![![1, 0] ᵥ* X, ![0, 0] ᵥ* X] - X * !![1, 0; 0, 0])) 1 = 0
```

After these edits no error is left:

```diff
@@ -50,8 +50,9 @@
   have hN : ∀ X : Matrix (Fin 2) (Fin 2) ℝ,
       normalPart (orbitalDensity 0) X = !![X 0 0, 0; 0, X 1 1] := fun X => by
+    have hP0 : orbitalDensity 0 = !![1, 0; 0, 0] := by simp [orbitalDensity]
     ext i j
-    fin_cases i <;> fin_cases j <;>
-      simp [normalPart, tangentPart, bracket, orbitalDensity, Matrix.mul_apply,
-        Fin.sum_univ_two]
+    simp only [normalPart, tangentPart, bracket, hP0, Matrix.sub_apply, Matrix.mul_apply,
+      Fin.sum_univ_two]
+    fin_cases i <;> fin_cases j <;> simp
   have hc : Real.cos θ ^ 2 = 1 - Real.sin θ ^ 2 := by
     linear_combination Real.sin_sq_add_cos_sq θ
```

The error is in `hN`: after `simp`, one goal is left open for each of the four matrix entries. The goals are true, but they still hold vector-matrix products such as `![1, 0] ᵥ* X`.

`Matrix.mul_apply` was meant to write each entry of a product as a sum. But `simp` also uses its default lemmas, and it simplifies a product before the entry taken from it. Once `orbitalDensity 0` had become an explicit matrix, a default lemma rewrote products with it on the left row by row, as `ᵥ*`. `Matrix.mul_apply` no longer matched these, and nothing in the call expanded `ᵥ*` for a general `X`.

The repair first proves `hP0`, which gives `orbitalDensity 0` as `!![1, 0; 0, 0]`. Then `simp only`, which leaves out the default row-by-row lemma, unfolds the commutators and turns every entry of a product into a sum, with `Matrix.sub_apply` taking entries through the differences. Only then does `fin_cases` split into the four entries, where plain `simp` has no matrix products left to rewrite and just evaluates the known entries and the arithmetic.
